# Leading dipole, monopole and quadrupole strengths of hydrogen 1s, with a crossover at $q^2 = 8/7$

## Truncating the transition operator

When a calculation of a non-resonant inelastic X-ray scattering or electron energy-loss spectrum expands the transition operator $e^{i\mathbf q\cdot\mathbf r}$ in powers of the momentum transfer, one has to decide which terms to keep. A first estimate compares the total strength of the dipole term with that of the two second-order terms, monopole and quadrupole. If the terms are orthogonal in the initial state, their strengths add without interference.

For a single electron in the hydrogen 1s state, with the operator cut off at second order in $q$ and its elastic part removed, this comparison has a closed form: the second-order terms together outweigh the dipole exactly when $q^2 > 8/7$ in atomic units. At such momentum transfers the neglected higher orders are no longer small, so this value compares leading terms and is not a limit of validity for the dipole approximation.

## The three channels

Let $r$ be the distance from the nucleus in Bohr radii, $q$ the momentum transfer in inverse Bohr radii, and $\mu\in[-1,1]$ the cosine of the angle between $\mathbf r$ and $\mathbf q$. Then $\mathbf q\cdot\mathbf r = qr\mu$, and to second order

$$e^{iqr\mu} \approx 1 + iqr\mu - \tfrac12 q^2r^2\mu^2 .$$

The last term mixes two angular momenta. Writing $\mu^2 = \tfrac13 + \tfrac13(3\mu^2-1)$ separates them:

$$\tfrac12 q^2r^2\mu^2 = \tfrac16 q^2r^2 + \tfrac16 q^2r^2(3\mu^2-1).$$

The isotropic part still contains a constant, which only returns the atom to its initial state. Since the 1s average of $r^2$ is 3, we split $\tfrac16q^2r^2 = \tfrac12q^2 + \tfrac16q^2(r^2-3)$. With

$$D = qr\mu,\qquad M = \tfrac16q^2(r^2-3),\qquad Q = \tfrac16q^2r^2(3\mu^2-1),$$

the second-order expansion becomes $(1-\tfrac12q^2) + iD - M - Q$. The constant is the elastic part, and $D$, $M$ and $Q$ are the dipole, monopole and quadrupole channels.

## Averages, overlaps and strengths in Lean

The 1s density is $e^{-2r}/\pi$. Multiplied by the area $4\pi r^2$ of a sphere, it gives the radial weight $4r^2e^{-2r}$, which is `radialWeight`. Nothing here depends on the azimuthal angle, so the average over directions is an integral over $\mu$ with weight $\tfrac12$. `groundAverage` takes this angular average first and then the radial integral over $r>0$:

$$\langle F\rangle = \int_0^\infty\left(\int_{-1}^{1}\frac{F(r,\mu)}{2}\,d\mu\right)4r^2e^{-2r}\,dr .$$

The overlap of two channels $f$ and $g$ is $\langle fg\rangle$, and the strength of $f$ is $\langle f^2\rangle$; these are `overlap` and `strength`. The channel functions are real, with the phases $i$ and $-1$ left out, since phases affect neither orthogonality nor strength. In Lean, `dipole q` is the function of $r$ and $\mu$ that remains once $q$ is fixed.

The theorem `leading_channels_crossover` says that for every real $q$:

- the overlaps $\langle DM\rangle$, $\langle DQ\rangle$ and $\langle MQ\rangle$ vanish;
- the strengths are $\langle D^2\rangle = q^2$, $\langle M^2\rangle = \tfrac38q^4$ and $\langle Q^2\rangle = \tfrac12q^4$;
- $\langle D^2\rangle < \langle M^2\rangle + \langle Q^2\rangle$ holds if and only if $q^2 > \tfrac87$.

No sign condition on $q$ is needed. At $q=0$ all three strengths are zero and both sides of the equivalence are false.

The 1s density is an input, not derived from the Schrödinger equation. `plane_wave_second_order` is an algebraic identity for the truncated expansion and gives no bound on the remainder. That limits how the crossover may be used. The third-order term of the plane wave interferes with $D$, and this interference contributes $-\tfrac32q^4$ to the dipole strength, the same order as the monopole and quadrupole strengths. At $q^2=\tfrac87$ the interference contribution alone is larger in size than $q^2$ itself, so the crossover compares leading terms and does not locate where the full dipole contribution loses its dominance.

## The integrals by hand

The radial moments follow from $\int_0^\infty r^{k}e^{-2r}\,dr = k!/2^{k+1}$ with $k=n+2$:

$$\langle r^n\rangle = 4\,\frac{(n+2)!}{2^{n+3}} = \frac{(n+2)!}{2^{n+1}} .$$

For $n=0,\dots,4$ the values are $1,\ \tfrac32,\ 3,\ \tfrac{15}2,\ \tfrac{45}2$. The angular averages are $\langle\mu\rangle=\langle\mu^3\rangle=0$, $\langle\mu^2\rangle=\tfrac13$ and $\langle\mu^4\rangle=\tfrac15$. The average of a function of $r$ times a function of $\mu$ is the product of the two averages.

The products $DM$ and $DQ$ are odd in $\mu$, so their averages vanish. The product $MQ$ contains the angular factor $3\mu^2-1$, whose average is $3\cdot\tfrac13-1=0$. The same two facts make $D$ and $Q$ orthogonal to a constant, and $M$ is orthogonal to it because $\langle r^2-3\rangle=0$.

The strengths are

$$\langle D^2\rangle = q^2\cdot3\cdot\tfrac13 = q^2,$$

$$\langle M^2\rangle = \frac{q^4}{36}\langle r^4-6r^2+9\rangle = \frac{q^4}{36}\left(\tfrac{45}2-18+9\right) = \tfrac38q^4,$$

$$\langle Q^2\rangle = \frac{q^4}{36}\cdot\frac{45}2\cdot\langle9\mu^4-6\mu^2+1\rangle = \frac{q^4}{36}\cdot\frac{45}2\cdot\frac45 = \tfrac12q^4 .$$

For the crossover, subtract the dipole strength from the sum of the other two:

$$\tfrac38q^4+\tfrac12q^4-q^2 = \tfrac78\,q^2\left(q^2-\tfrac87\right).$$

If this is positive, then $q\neq0$ and the bracket is positive. Conversely, $q^2>\tfrac87$ makes both factors positive.

## Comparing with a sum over final states

A code that uses the expanded operator computes matrix elements $\langle f|D|1s\rangle$, and likewise for $M$ and $Q$, between the 1s state and a set of final states. By completeness, the sum of $|\langle f|D|1s\rangle|^2$ over all final states, continuum included, equals $\langle D^2\rangle$. The three strengths are therefore targets for the squared matrix elements of each channel, summed over final states without the prefactors of the cross section.

At $q=1$ the targets are $1$ for the p states reached by $D$, $0.375$ for the s states reached by $M$, and $0.5$ for the d states reached by $Q$. With a finite orthonormal set of final states and exact matrix elements, the sums never exceed these values, and they approach them from below as the set is enlarged towards a complete one. Bound states alone are not enough, since the continuum carries part of each strength. These targets belong to the truncated operator. For the full $e^{i\mathbf q\cdot\mathbf r}$, which has modulus one, the strengths of all channels, elastic part included, add up to exactly 1.

The subtraction of 3 matters in the s channel. A code that uses $\tfrac16q^2r^2$ and keeps 1s among the final states obtains $\tfrac58q^4$ in the complete limit. The excess $\tfrac14q^4$ is the squared matrix element of $\tfrac16q^2r^2$ between 1s and itself, and leaving out the 1s final state removes it.

## An inner-product formulation

The channels could also be modelled as vectors $D\psi$, $M\psi$ and $Q\psi$ in the Hilbert space of square-integrable functions on three-dimensional space, where $\psi$ is the 1s wavefunction. Orthogonality would then be stated with the Hilbert-space inner product, complex channels with their phases would fit in directly, and general facts about projections would be available. The proof would also have to show that each vector is square-integrable and to evaluate three-dimensional integrals, for instance by changing to spherical coordinates. The strengths and the crossover would be the same.

## The complete Lean file

```lean
import Mathlib

open MeasureTheory Set

namespace HydrogenInelasticChannels

noncomputable section

/-- The radial probability density of the hydrogen 1s state in atomic units. -/
def radialWeight (r : ℝ) : ℝ := 4 * r ^ 2 * Real.exp (-2 * r)

/-- The 1s average of a function of the radius `r` and the direction cosine `μ`. -/
def groundAverage (F : ℝ → ℝ → ℝ) : ℝ :=
  ∫ r in Ioi (0 : ℝ), (∫ μ in (-1 : ℝ)..1, F r μ / 2) * radialWeight r

/-- The overlap of two real channel functions in the 1s state. -/
def overlap (f g : ℝ → ℝ → ℝ) : ℝ := groundAverage (fun r μ => f r μ * g r μ)

/-- The strength of a channel: its squared norm in the 1s state. -/
def strength (f : ℝ → ℝ → ℝ) : ℝ := overlap f f

/-- The leading dipole channel at momentum transfer `q`. -/
def dipole (q r μ : ℝ) : ℝ := q * r * μ

/-- The leading monopole channel at momentum transfer `q`. -/
def monopole (q r _μ : ℝ) : ℝ := q ^ 2 * (r ^ 2 - 3) / 6

/-- The leading quadrupole channel at momentum transfer `q`. -/
def quadrupole (q r μ : ℝ) : ℝ := q ^ 2 * r ^ 2 * (3 * μ ^ 2 - 1) / 6

/-- The second-order expansion of the plane wave `exp (i q r μ)` is a constant plus
the dipole, monopole and quadrupole channels with their phases. -/
theorem plane_wave_second_order (q r μ : ℝ) :
    (1 : ℂ) + Complex.I * (q * r * μ) + (Complex.I * (q * r * μ)) ^ 2 / 2 =
      (1 - (q : ℂ) ^ 2 / 2) + Complex.I * (dipole q r μ : ℂ)
        - (monopole q r μ : ℂ) - (quadrupole q r μ : ℂ) := by
  simp only [dipole, monopole, quadrupole]
  push_cast
  linear_combination (((q : ℂ) * r * μ) ^ 2 / 2) * Complex.I_sq

/-- The `n`-th radial moment of the hydrogen 1s state is `(n+2)! / 2^(n+1)`. -/
theorem radial_moment (n : ℕ) :
    ∫ r in Ioi (0 : ℝ), r ^ n * radialWeight r =
      (Nat.factorial (n + 2) : ℝ) / 2 ^ (n + 1) := by
  have h := Real.integral_rpow_mul_exp_neg_mul_Ioi (a := (n : ℝ) + 3) (r := 2)
    (by positivity) (by norm_num)
  have e1 : (n : ℝ) + 3 - 1 = ((n + 2 : ℕ) : ℝ) := by push_cast; ring
  have e2 : (n : ℝ) + 3 = ((n + 3 : ℕ) : ℝ) := by norm_num
  have hG : Real.Gamma ((n : ℝ) + 3) = (Nat.factorial (n + 2) : ℝ) := by
    rw [← Real.Gamma_nat_eq_factorial (n + 2)]
    congr 1
    push_cast
    ring
  rw [hG, e1, e2, Real.rpow_natCast] at h
  simp only [Real.rpow_natCast] at h
  -- bring the integrand to the form of the Gamma integral
  have hc : ∫ r in Ioi (0 : ℝ), r ^ n * radialWeight r =
      ∫ r in Ioi (0 : ℝ), 4 * (r ^ (n + 2) * Real.exp (-(2 * r))) := by
    congr 1
    ext r
    rw [radialWeight, show -(2 * r) = -2 * r by ring]
    ring
  rw [hc, integral_const_mul, h, one_div_pow,
    show (2 : ℝ) ^ (n + 3) = 4 * 2 ^ (n + 1) by ring]
  field_simp

/-- Every natural-number power of the radius is integrable against the 1s radial density on `r > 0`.
-/
theorem radial_integrable (n : ℕ) :
    Integrable (fun r : ℝ => r ^ n * radialWeight r) (volume.restrict (Ioi 0)) := by
  by_contra h
  have h0 := (radial_moment n).symm.trans (integral_undef h)
  have hp : (0 : ℝ) < (Nat.factorial (n + 2) : ℝ) / 2 ^ (n + 1) := by positivity
  linarith

/-- The average of a quartic polynomial in the direction cosine over all directions. -/
theorem angular_average (a b c d e : ℝ) :
    ∫ μ in (-1 : ℝ)..1, (a + b * μ + c * μ ^ 2 + d * μ ^ 3 + e * μ ^ 4) / 2 =
      a + c / 3 + e / 5 := by
  have hd : ∀ x ∈ uIcc (-1 : ℝ) 1, HasDerivAt
      (fun x : ℝ => (a * x + b / 2 * x ^ 2 + c / 3 * x ^ 3 + d / 4 * x ^ 4
        + e / 5 * x ^ 5) / 2)
      ((a + b * x + c * x ^ 2 + d * x ^ 3 + e * x ^ 4) / 2) x := by
    intro x _
    have h := ((((((hasDerivAt_id' x).const_mul a).fun_add
      ((hasDerivAt_pow 2 x).const_mul (b / 2))).fun_add
      ((hasDerivAt_pow 3 x).const_mul (c / 3))).fun_add
      ((hasDerivAt_pow 4 x).const_mul (d / 4))).fun_add
      ((hasDerivAt_pow 5 x).const_mul (e / 5))).div_const 2
    refine h.congr_deriv ?_
    simp only [Nat.cast_ofNat, Nat.reduceSub]
    ring
  rw [intervalIntegral.integral_eq_sub_of_hasDerivAt hd
    (Continuous.intervalIntegrable (by fun_prop) _ _)]
  ring

/-- The 1s average of a radial quartic times an angular quartic is the product of
the radial average and the angular average. -/
theorem groundAverage_separable {F : ℝ → ℝ → ℝ} (p₀ p₁ p₂ p₃ p₄ a b c d e : ℝ)
    (hF : ∀ r μ, F r μ = (p₀ + p₁ * r + p₂ * r ^ 2 + p₃ * r ^ 3 + p₄ * r ^ 4) *
      (a + b * μ + c * μ ^ 2 + d * μ ^ 3 + e * μ ^ 4)) :
    groundAverage F = (p₀ + 3 / 2 * p₁ + 3 * p₂ + 15 / 2 * p₃ + 45 / 2 * p₄) *
      (a + c / 3 + e / 5) := by
  have J := fun (n : ℕ) (p : ℝ) => (radial_integrable n).const_mul p
  -- the radial average, term by term
  have key : ∫ r in Ioi (0 : ℝ), (p₀ * (r ^ 0 * radialWeight r)
      + p₁ * (r ^ 1 * radialWeight r) + p₂ * (r ^ 2 * radialWeight r)
      + p₃ * (r ^ 3 * radialWeight r) + p₄ * (r ^ 4 * radialWeight r)) =
      p₀ + 3 / 2 * p₁ + 3 * p₂ + 15 / 2 * p₃ + 45 / 2 * p₄ := by
    rw [integral_add, integral_add, integral_add, integral_add]
    · simp only [integral_const_mul, radial_moment]
      norm_num [Nat.factorial]
      ring
    · exact J 0 p₀
    · exact J 1 p₁
    · exact (J 0 p₀).add (J 1 p₁)
    · exact J 2 p₂
    · exact ((J 0 p₀).add (J 1 p₁)).add (J 2 p₂)
    · exact J 3 p₃
    · exact (((J 0 p₀).add (J 1 p₁)).add (J 2 p₂)).add (J 3 p₃)
    · exact J 4 p₄
  -- the angular average at fixed radius
  have hang : ∀ r, ∫ μ in (-1 : ℝ)..1, F r μ / 2 =
      (p₀ + p₁ * r + p₂ * r ^ 2 + p₃ * r ^ 3 + p₄ * r ^ 4) * (a + c / 3 + e / 5) := by
    intro r
    simp only [hF, mul_div_assoc, intervalIntegral.integral_const_mul, angular_average]
  simp only [groundAverage, hang]
  rw [← key, mul_comm, ← integral_const_mul]
  congr 1
  ext r
  ring

/-- Each of the three channels is orthogonal to the constant function in the 1s state. -/
theorem orthogonal_to_elastic (q : ℝ) :
    overlap (fun _ _ => 1) (dipole q) = 0 ∧ overlap (fun _ _ => 1) (monopole q) = 0 ∧
      overlap (fun _ _ => 1) (quadrupole q) = 0 := by
  unfold overlap
  refine ⟨(groundAverage_separable 0 q 0 0 0 0 1 0 0 0 ?_).trans (by ring),
    (groundAverage_separable (-q ^ 2 / 2) 0 (q ^ 2 / 6) 0 0 1 0 0 0 0 ?_).trans (by ring),
    (groundAverage_separable 0 0 (q ^ 2 / 6) 0 0 (-1) 0 3 0 0 ?_).trans (by ring)⟩ <;>
  · intro r μ
    simp only [dipole, monopole, quadrupole]
    ring

/-- The dipole, monopole and quadrupole channels are mutually orthogonal in the 1s state. -/
theorem channels_orthogonal (q : ℝ) :
    overlap (dipole q) (monopole q) = 0 ∧ overlap (dipole q) (quadrupole q) = 0 ∧
      overlap (monopole q) (quadrupole q) = 0 := by
  unfold overlap
  refine ⟨(groundAverage_separable 0 (-q ^ 3 / 2) 0 (q ^ 3 / 6) 0 0 1 0 0 0 ?_).trans
      (by ring),
    (groundAverage_separable 0 0 0 (q ^ 3 / 6) 0 0 (-1) 0 3 0 ?_).trans (by ring),
    (groundAverage_separable 0 0 (-q ^ 4 / 12) 0 (q ^ 4 / 36) (-1) 0 3 0 0 ?_).trans
      (by ring)⟩ <;>
  · intro r μ
    simp only [dipole, monopole, quadrupole]
    ring

/-- The dipole, monopole and quadrupole strengths are `q²`, `3q⁴/8` and `q⁴/2`. -/
theorem channel_strengths (q : ℝ) :
    strength (dipole q) = q ^ 2 ∧ strength (monopole q) = 3 * q ^ 4 / 8 ∧
      strength (quadrupole q) = q ^ 4 / 2 := by
  unfold strength overlap
  refine ⟨(groundAverage_separable 0 0 (q ^ 2) 0 0 0 0 1 0 0 ?_).trans (by ring),
    (groundAverage_separable (q ^ 4 / 4) 0 (-q ^ 4 / 6) 0 (q ^ 4 / 36) 1 0 0 0 0 ?_).trans
      (by ring),
    (groundAverage_separable 0 0 0 0 (q ^ 4 / 36) 1 0 (-6) 0 9 ?_).trans (by ring)⟩ <;>
  · intro r μ
    simp only [dipole, monopole, quadrupole]
    ring

/-- The three leading channels are mutually orthogonal with strengths `q²`, `3q⁴/8` and
`q⁴/2`, and monopole plus quadrupole exceed the dipole exactly when `q² > 8/7`. -/
theorem leading_channels_crossover (q : ℝ) :
    (overlap (dipole q) (monopole q) = 0 ∧ overlap (dipole q) (quadrupole q) = 0 ∧
      overlap (monopole q) (quadrupole q) = 0) ∧
    (strength (dipole q) = q ^ 2 ∧ strength (monopole q) = 3 * q ^ 4 / 8 ∧
      strength (quadrupole q) = q ^ 4 / 2) ∧
    (strength (dipole q) < strength (monopole q) + strength (quadrupole q) ↔
      8 / 7 < q ^ 2) := by
  refine ⟨channels_orthogonal q, channel_strengths q, ?_⟩
  obtain ⟨hd, hm, hq⟩ := channel_strengths q
  rw [hd, hm, hq]
  -- the difference of the two sides is q² (7 q² / 8 - 1)
  constructor
  · intro h
    by_contra hn
    have hle : q ^ 2 ≤ 8 / 7 := le_of_not_gt hn
    nlinarith [mul_nonneg (sq_nonneg q) (sub_nonneg.2 hle)]
  · intro h
    have hpos : 0 < q ^ 2 := by linarith
    nlinarith [mul_pos hpos (sub_pos.2 h)]

end

end HydrogenInelasticChannels
```

```lean
#print axioms HydrogenInelasticChannels.plane_wave_second_order
-- 'HydrogenInelasticChannels.plane_wave_second_order' depends on axioms: [propext, Classical.choice, Quot.sound]
#print axioms HydrogenInelasticChannels.orthogonal_to_elastic
-- 'HydrogenInelasticChannels.orthogonal_to_elastic' depends on axioms: [propext, Classical.choice, Quot.sound]
#print axioms HydrogenInelasticChannels.leading_channels_crossover
-- 'HydrogenInelasticChannels.leading_channels_crossover' depends on axioms: [propext, Classical.choice, Quot.sound]
```

## How the proof follows the integrals

`plane_wave_second_order` checks the splitting into channels. After the definitions are unfolded, the two sides differ only by a multiple of $i^2+1$, which `linear_combination` removes with `Complex.I_sq`.

`radial_moment` is the factorial formula. It starts from Mathlib's Gamma integral with exponent parameter $n+3$ and decay rate 2, identifies $\Gamma(n+3)$ with $(n+2)!$, and matches the integrand to `radialWeight`.

`radial_integrable` then obtains integrability from the value of the integral. Lean assigns the value zero to the integral of a non-integrable function, whereas the moment is positive, so the function must be integrable.

`angular_average` treats a general quartic in $\mu$. It supplies an antiderivative, verifies its derivative and applies the fundamental theorem of calculus. Only the even coefficients survive, giving $a + c/3 + e/5$.

`groundAverage_separable` carries most of the argument. For a radial quartic with coefficients `p₀` to `p₄` times an angular quartic with coefficients `a` to `e`, it gives the average as the product of the two separate averages. The step `key` splits the radial integral into five moments, which is where integrability is used. The step `hang` does the angular integral at fixed $r$, with the radial polynomial taken outside as a constant.

The theorems `orthogonal_to_elastic`, `channels_orthogonal` and `channel_strengths` apply this lemma to the required products. Each application lists the ten coefficients. For $M^2$, for example, the radial ones are $q^4/4,\ 0,\ -q^4/6,\ 0,\ q^4/36$ and the angular polynomial is 1. The tactic `ring` confirms both that the coefficients reproduce the product and that the resulting number is the stated one.

`leading_channels_crossover` combines the orthogonality relations and the strengths, then proves the equivalence in two directions. In the forward direction it supposes $q^2\le\tfrac87$ and gives `nlinarith` the inequality $q^2(\tfrac87-q^2)\ge0$, which contradicts the assumed excess over the dipole. In the other direction it supplies $q^2(q^2-\tfrac87)>0$. These are the two sign cases of the factorised difference found by hand.
